# On-top pair distribution of the electron gas: density limits and a crossing of Yasuhara's and Overhauser's formulas

Let $r\ge 0$ be the density parameter of the uniform, unpolarised electron gas in three dimensions, let $c>0$, and put

$$F(t)=\sum_{k=0}^{\infty}\frac{t^k}{k!\,(k+1)!},\qquad Y(r)=\frac{1}{2F(cr)^2},\qquad O(r)=\frac{32}{(8+3r)^2}.$$

Yasuhara's formula $Y$ and Overhauser's formula $O$ both start at $1/2$, with slopes $-c/2$ and $-3/8$. At large $r$, $Y$ decays faster than every inverse power of $r$, while $r^2O(r)\to 32/9$. If $c<3/4$, then $Y$ lies above $O$ at small positive $r$ and below it at large $r$, and the two agree at some positive $r$. The electron gas value $c=4\alpha/\pi$ with $\alpha=(4/(9\pi))^{1/3}$ satisfies this condition.

## Two electrons at the same point

The pair distribution $g$ of the electron gas compares the probability of finding two electrons at a given separation with its value for uncorrelated particles. Its value at zero separation, $g(0)$, is called the on-top value. In the unpolarised gas without interaction, the probability density for two electrons of equal spin vanishes at zero separation by the Pauli principle, and electrons of opposite spin are uncorrelated. Half of all pairs have opposite spin, so $g(0)=1/2$. Coulomb repulsion lowers this value as the gas becomes more dilute.

The letter $r$ here is the parameter usually written $r_s$, the radius of the sphere holding one electron on average, in Bohr radii. It is not the distance between two electrons. High density means small $r$.

Yasuhara's formula comes from an approximate summation of ladder diagrams, which describe the repeated scattering of two electrons off each other; its slope at $r=0$ is therefore not the exact one. The constant $\alpha$ relates $r$ to the Fermi wavevector $k_F$ by $\alpha r=1/(k_Fa_B)$, where $a_B$ is the Bohr radius, so $cr$ measures the strength of the Coulomb repulsion against the kinetic energy. Overhauser's formula comes from an approximate treatment of two electrons scattering in a screened potential.

The on-top value fixes the leading large-wavevector tail of the structure factor and enters models of the exchange-correlation hole in density functional theory; the comparison here concerns two approximate formulas for the uniform, unpolarised, three-dimensional gas.

## High density: values and slopes

Each term of $F$ is bounded in size by $|t|^k/k!$, a term of the exponential series. The series therefore converges for every real $t$, uniformly on bounded intervals, and $F$ is continuous. Splitting off the constant term gives

$$F(t)=1+t\,G(t),\qquad G(t)=\sum_{k=0}^{\infty}\frac{t^k}{(k+1)!\,(k+2)!}.$$

The same bound makes $G$ continuous, and $G(0)=1/(1!\,2!)=1/2$. Hence $F(0)=1$, and for $t\neq0$

$$\frac{F(t)-F(0)}{t}=G(t)\to\frac12\quad(t\to0),$$

so $F'(0)=1/2$. It follows that $Y(0)=1/2$ and

$$Y'(0)=-\frac{c\,F'(0)}{F(0)^3}=-\frac c2.$$

For Overhauser's formula, $O(0)=32/64=1/2$ and

$$O'(0)=-\frac{32\cdot2\cdot3}{8^3}=-\frac38.$$

## Low density: two different tails

For $t\ge0$ all terms of $F$ are nonnegative, so $F(t)$ is at least as large as any one of them. The term $k=0$ gives $F(t)\ge1$, hence $F(t)^2\ge F(t)$. For a natural number $m$, the term of order $m+1$ gives $F(t)\ge t^{m+1}/A$ with $A=(m+1)!\,(m+2)!$. For $r>0$, therefore,

$$0\le r^mY(r)\le\frac{r^mA}{2(cr)^{m+1}}=\frac{A}{2c^{m+1}}\,\frac1r\to0.$$

Overhauser's formula has an algebraic tail:

$$r^2O(r)=\frac{32}{(8/r+3)^2}\to\frac{32}{9}.$$

## Why the formulas cross

Let $D=Y-O$. Then $D(0)=0$ and $D'(0)=3/8-c/2$, which is positive for $c<3/4$. So $D>0$ at small positive $r$. At large $r$ we have $r^2Y(r)\to0$ and $r^2O(r)\to32/9$, so $D<0$. Since $D$ is continuous for $r\ge0$, it vanishes at some positive $r$.

For the electron gas, $\pi>3$ gives

$$\alpha^3=\frac{4}{9\pi}<\frac{4}{27}<\left(\frac{9}{16}\right)^3,$$

so $\alpha<9/16$ and $c=4\alpha/\pi<\tfrac43\cdot\tfrac{9}{16}=\tfrac34$.

## Reading the Lean statements

`ladderF` is $F$, defined as the actual infinite sum `∑'`. `yasuhara c r` and `overhauser r` are $Y(r)$ and $O(r)$, and `alpha` is $\alpha$. All arguments are real numbers, so the functions are also defined for negative $r$, which has no physical meaning.

- `yasuhara_high_density` and `overhauser_high_density` give the values and derivatives at zero. `HasDerivAt` is the two-sided derivative, which contains the physical one-sided slope. The statement for $Y$ holds for every real `c`.
- `yasuhara_low_density` assumes `0 < c`, a repulsive coupling, and says that $r^mY(r)\to0$ as $r\to\infty$ (`atTop`) for each natural `m`. The case $m=0$ says that $Y$ itself tends to zero.
- `overhauser_low_density` is the limit $32/9$.
- `formulas_cross` assumes `0 < c` and `c < 3 / 4`. The filter `𝓝[>] 0` expresses "for all sufficiently small positive $r$", and `∀ᶠ r in atTop` "for all sufficiently large $r$".
- `electron_gas_crossing` establishes both bounds for $c=4\alpha/\pi$ and the existence of a crossing there. It gives neither the position of the crossing nor its uniqueness.

The step from these theorems to a real electron gas is the identification of $Y$ or $O$ with $g(0)$. Both formulas enter as definitions; neither is derived from the many-electron Hamiltonian, and no error against the true on-top value is estimated.

## The Lean file

```lean
import Mathlib

open Filter Topology

namespace ElectronGasOnTop

noncomputable section

/-- The ladder series `F(t) = ∑ t^k / (k! (k+1)!)`. -/
def ladderF (t : ℝ) : ℝ :=
  ∑' k : ℕ, t ^ k / ((k.factorial : ℝ) * ((k + 1).factorial : ℝ))

/-- Yasuhara's on-top pair distribution as a function of the density parameter `r ≥ 0`,
with coupling constant `c > 0`. -/
def yasuhara (c r : ℝ) : ℝ := 1 / (2 * ladderF (c * r) ^ 2)

/-- Overhauser's on-top pair distribution as a function of the density parameter `r ≥ 0`. -/
def overhauser (r : ℝ) : ℝ := 32 / (8 + 3 * r) ^ 2

/-- The electron gas constant `α = (4/(9π))^(1/3)`. -/
def alpha : ℝ := (4 / (9 * Real.pi)) ^ (1 / 3 : ℝ)

/-- The ladder series with its coefficients shifted by `j` places converges for every real
argument, and its sum is continuous. -/
theorem shifted_series (j : ℕ) :
    (∀ t : ℝ, Summable fun k : ℕ =>
      t ^ k / (((k + j).factorial : ℝ) * ((k + j + 1).factorial : ℝ))) ∧
    Continuous fun t : ℝ => ∑' k : ℕ,
      t ^ k / (((k + j).factorial : ℝ) * ((k + j + 1).factorial : ℝ)) := by
  -- each term is dominated by a term of the exponential series
  have bound : ∀ (R t : ℝ), |t| ≤ R → ∀ k : ℕ,
      ‖t ^ k / (((k + j).factorial : ℝ) * ((k + j + 1).factorial : ℝ))‖
        ≤ R ^ k / (k.factorial : ℝ) := by
    intro R t ht k
    have hk : (k.factorial : ℝ) ≤ ((k + j).factorial : ℝ) * ((k + j + 1).factorial : ℝ) := by
      exact_mod_cast (Nat.factorial_le (Nat.le_add_right k j)).trans
        (Nat.le_mul_of_pos_right _ (Nat.factorial_pos _))
    have hk0 : (0 : ℝ) < (k.factorial : ℝ) := by exact_mod_cast Nat.factorial_pos k
    rw [Real.norm_eq_abs, abs_div, abs_pow, abs_of_pos (hk0.trans_le hk)]
    calc |t| ^ k / (((k + j).factorial : ℝ) * ((k + j + 1).factorial : ℝ))
        ≤ |t| ^ k / (k.factorial : ℝ) :=
          div_le_div_of_nonneg_left (by positivity) hk0 hk
      _ ≤ R ^ k / (k.factorial : ℝ) := by gcongr
  refine ⟨fun t => Summable.of_norm_bounded (Real.summable_pow_div_factorial |t|)
    (bound |t| t le_rfl), continuous_iff_continuousAt.2 fun t => ?_⟩
  have hs := continuousOn_tsum (s := Set.Icc (-(|t| + 1)) (|t| + 1))
    (f := fun (k : ℕ) (x : ℝ) =>
      x ^ k / (((k + j).factorial : ℝ) * ((k + j + 1).factorial : ℝ)))
    (fun k => ((continuous_id.pow k).div_const _).continuousOn)
    (Real.summable_pow_div_factorial (|t| + 1))
    (fun k x hx => bound (|t| + 1) x (abs_le.2 hx) k)
  exact hs.continuousAt (Icc_mem_nhds (by linarith [neg_abs_le t]) (by linarith [le_abs_self t]))

/-- For `t ≥ 0` the ladder series is at least as large as each of its terms. -/
theorem term_le_ladderF {t : ℝ} (ht : 0 ≤ t) (k : ℕ) :
    t ^ k / ((k.factorial : ℝ) * ((k + 1).factorial : ℝ)) ≤ ladderF t :=
  Summable.le_tsum ((shifted_series 0).1 t) k (fun i _ => by positivity)

/-- The ladder series starts as `1 + t/2`: its value at zero is `1` and its slope there `1/2`. -/
theorem ladderF_at_zero : ladderF 0 = 1 ∧ HasDerivAt ladderF (1 / 2) 0 := by
  have h0 : ladderF 0 = 1 := by
    unfold ladderF
    rw [tsum_eq_single 0 (fun k hk => by simp [hk])]
    simp
  refine ⟨h0, ?_⟩
  let G : ℝ → ℝ := fun t => ∑' k : ℕ,
    t ^ k / (((k + 1).factorial : ℝ) * ((k + 1 + 1).factorial : ℝ))
  have hG : Continuous G := (shifted_series 1).2
  have hG0 : G 0 = 1 / 2 := by
    change (∑' k : ℕ, (0 : ℝ) ^ k /
      (((k + 1).factorial : ℝ) * ((k + 1 + 1).factorial : ℝ))) = 1 / 2
    rw [tsum_eq_single 0 (fun k hk => by simp [hk])]
    norm_num [Nat.factorial]
  -- split off the constant term: F(t) = 1 + t G(t)
  have hF : ∀ t, ladderF t = 1 + t * G t := by
    intro t
    have hs : Summable fun k : ℕ =>
        t ^ k / ((k.factorial : ℝ) * ((k + 1).factorial : ℝ)) := (shifted_series 0).1 t
    unfold ladderF
    rw [hs.tsum_eq_zero_add, ← tsum_mul_left]
    congr 1
    · simp
    · refine tsum_congr fun k => ?_
      rw [pow_succ]
      ring
  rw [hasDerivAt_iff_tendsto_slope, ← hG0]
  refine (hG.continuousAt.tendsto.mono_left nhdsWithin_le_nhds).congr' ?_
  filter_upwards [self_mem_nhdsWithin] with t ht
  have ht' : t ≠ 0 := ht
  rw [slope_def_field, h0, hF t, sub_zero, add_sub_cancel_left, mul_div_cancel_left₀ _ ht']

/-- High-density limit of Yasuhara's formula: the value is `1/2` and the slope `-c/2`. -/
theorem yasuhara_high_density (c : ℝ) :
    yasuhara c 0 = 1 / 2 ∧ HasDerivAt (yasuhara c) (-c / 2) 0 := by
  obtain ⟨h0, hF⟩ := ladderF_at_zero
  refine ⟨by simp [yasuhara, h0], ?_⟩
  have hl : HasDerivAt (fun r : ℝ => c * r) c 0 := by
    simpa using (hasDerivAt_id' (0 : ℝ)).const_mul c
  have hF' : HasDerivAt ladderF (1 / 2) (c * 0) := by
    rw [mul_zero]
    exact hF
  have h1 : HasDerivAt (fun r : ℝ => ladderF (c * r)) (1 / 2 * c) 0 := hF'.comp (0 : ℝ) hl
  have h2 := (hasDerivAt_const (0 : ℝ) (1 : ℝ)).fun_div ((h1.fun_pow 2).const_mul 2)
    (by simp [h0])
  refine HasDerivAt.congr_deriv h2 ?_
  simp only [mul_zero, h0]
  norm_num
  ring

/-- High-density limit of Overhauser's formula: the value is `1/2` and the slope `-3/8`. -/
theorem overhauser_high_density :
    overhauser 0 = 1 / 2 ∧ HasDerivAt overhauser (-3 / 8) 0 := by
  refine ⟨by norm_num [overhauser], ?_⟩
  have hl : HasDerivAt (fun r : ℝ => 8 + 3 * r) 3 0 := by
    simpa using ((hasDerivAt_id' (0 : ℝ)).const_mul 3).const_add 8
  have h2 := (hasDerivAt_const (0 : ℝ) (32 : ℝ)).fun_div (hl.fun_pow 2) (by norm_num)
  exact HasDerivAt.congr_deriv h2 (by norm_num)

/-- Low-density limit of Yasuhara's formula: for `c > 0` it decays faster than every
inverse power of the density parameter. -/
theorem yasuhara_low_density {c : ℝ} (hc : 0 < c) (m : ℕ) :
    Tendsto (fun r => r ^ m * yasuhara c r) atTop (𝓝 0) := by
  obtain ⟨A, hA, hAF⟩ : ∃ A : ℝ, 0 < A ∧ ∀ t, 0 ≤ t → t ^ (m + 1) / A ≤ ladderF t :=
    ⟨_, by positivity, fun t ht => term_le_ladderF ht (m + 1)⟩
  have hK : Tendsto (fun r : ℝ => A / (2 * c ^ (m + 1)) / r) atTop (𝓝 0) :=
    tendsto_const_nhds.div_atTop tendsto_id
  refine squeeze_zero' ?_ ?_ hK
  · filter_upwards [eventually_gt_atTop 0] with r hr
    unfold yasuhara
    positivity
  · filter_upwards [eventually_gt_atTop 0] with r hr
    have hcr : 0 < c * r := mul_pos hc hr
    have h1 : 1 ≤ ladderF (c * r) := by simpa using term_le_ladderF hcr.le 0
    have h2 := hAF (c * r) hcr.le
    -- F² ≥ F ≥ the term of order m + 1
    have h3 : 2 * ((c * r) ^ (m + 1) / A) ≤ 2 * ladderF (c * r) ^ 2 := by nlinarith
    calc r ^ m * yasuhara c r
        ≤ r ^ m * (1 / (2 * ((c * r) ^ (m + 1) / A))) :=
          mul_le_mul_of_nonneg_left (one_div_le_one_div_of_le (by positivity) h3)
            (by positivity)
      _ = A / (2 * c ^ (m + 1)) / r := by
          rw [mul_pow, pow_succ r m]
          field_simp

/-- Low-density limit of Overhauser's formula: it decays as `32/(9 r²)`. -/
theorem overhauser_low_density :
    Tendsto (fun r => r ^ 2 * overhauser r) atTop (𝓝 (32 / 9)) := by
  have h8 : Tendsto (fun r : ℝ => 8 / r) atTop (𝓝 0) :=
    tendsto_const_nhds.div_atTop tendsto_id
  have h : Tendsto (fun r : ℝ => 32 / (8 / r + 3) ^ 2) atTop (𝓝 (32 / (0 + 3) ^ 2)) :=
    tendsto_const_nhds.div ((h8.add_const 3).pow 2) (by norm_num)
  have e : (32 : ℝ) / (0 + 3) ^ 2 = 32 / 9 := by norm_num
  rw [e] at h
  refine h.congr' ?_
  filter_upwards [eventually_gt_atTop 0] with r hr
  have h1 : 8 + 3 * r ≠ 0 := by positivity
  have h2 : 8 / r + 3 = (8 + 3 * r) / r := by field_simp
  rw [overhauser, h2, div_pow]
  field_simp

/-- For `0 < c < 3/4` Yasuhara's formula lies above Overhauser's at small positive density
parameter and below it at large density parameter, and the two agree at some positive value. -/
theorem formulas_cross {c : ℝ} (hc : 0 < c) (hc' : c < 3 / 4) :
    (∀ᶠ r in 𝓝[>] 0, overhauser r < yasuhara c r) ∧
    (∀ᶠ r in atTop, yasuhara c r < overhauser r) ∧
    ∃ r, 0 < r ∧ yasuhara c r = overhauser r := by
  obtain ⟨hY0, hY⟩ := yasuhara_high_density c
  obtain ⟨hO0, hO⟩ := overhauser_high_density
  -- near zero the slopes decide
  have hsmall : ∀ᶠ r in 𝓝[>] (0 : ℝ), overhauser r < yasuhara c r := by
    have hs := (hY.fun_sub hO).tendsto_slope.mono_left
      (nhdsWithin_mono (0 : ℝ) (fun x (hx : 0 < x) => ne_of_gt hx))
    have hpos : 0 < -c / 2 - -3 / 8 := by linarith
    filter_upwards [hs.eventually (lt_mem_nhds hpos), self_mem_nhdsWithin] with r h hr
    have hr' : 0 < r := hr
    have h' : 0 < ((yasuhara c r - overhauser r) - (yasuhara c 0 - overhauser 0)) / (r - 0) := by
      simpa only [slope_def_field] using h
    rw [hY0, hO0, sub_self, sub_zero, sub_zero] at h'
    have h3 := mul_pos h' hr'
    rw [div_mul_cancel₀ _ hr'.ne'] at h3
    linarith
  -- at infinity the tails decide
  have hlarge : ∀ᶠ r in atTop, yasuhara c r < overhauser r := by
    filter_upwards [(yasuhara_low_density hc 2).eventually_lt overhauser_low_density
      (by norm_num)] with r h
    exact lt_of_mul_lt_mul_left h (sq_nonneg r)
  refine ⟨hsmall, hlarge, ?_⟩
  obtain ⟨a, ha, ha0⟩ := (hsmall.and self_mem_nhdsWithin).exists
  have ha0' : 0 < a := ha0
  obtain ⟨b, hb, hab⟩ := (hlarge.and (eventually_gt_atTop a)).exists
  have hF : Continuous ladderF := (shifted_series 0).2
  have hFc : Continuous fun r : ℝ => ladderF (c * r) := hF.comp (by fun_prop)
  have hcont : ContinuousOn (fun r => yasuhara c r - overhauser r) (Set.Icc a b) := by
    unfold yasuhara overhauser
    refine ContinuousOn.sub ?_ ?_
    · refine continuousOn_const.div (continuous_const.mul (hFc.pow 2)).continuousOn ?_
      intro r hr
      have h1 : 1 ≤ ladderF (c * r) := by
        simpa using term_le_ladderF (mul_nonneg hc.le (ha0'.le.trans hr.1)) 0
      positivity
    · refine continuousOn_const.div (by fun_prop) ?_
      intro r hr
      have h1 : 0 < r := ha0'.trans_le hr.1
      positivity
  obtain ⟨r, hr, h⟩ := intermediate_value_Icc' hab.le hcont
    (show (0 : ℝ) ∈ Set.Icc _ _ from ⟨by linarith, by linarith⟩)
  exact ⟨r, ha0'.trans_le hr.1, sub_eq_zero.1 h⟩

/-- The electron gas coupling `c = 4α/π` satisfies `0 < c < 3/4`, and with it the formulas of
Yasuhara and Overhauser agree at some positive density parameter. -/
theorem electron_gas_crossing :
    0 < 4 * alpha / Real.pi ∧ 4 * alpha / Real.pi < 3 / 4 ∧
    ∃ r, 0 < r ∧ yasuhara (4 * alpha / Real.pi) r = overhauser r := by
  have hpi := Real.pi_gt_three
  have hx : 0 < 4 / (9 * Real.pi) := by positivity
  have hpos : 0 < alpha := Real.rpow_pos_of_pos hx _
  have hcube : alpha ^ 3 = 4 / (9 * Real.pi) := by
    unfold alpha
    rw [← Real.rpow_natCast, ← Real.rpow_mul hx.le]
    norm_num
  have hlt : alpha < 9 / 16 := by
    refine lt_of_pow_lt_pow_left₀ 3 (by norm_num) ?_
    rw [hcube, div_lt_iff₀ (by positivity)]
    linarith
  have h1 : 0 < 4 * alpha / Real.pi := by positivity
  have h2 : 4 * alpha / Real.pi < 3 / 4 := by
    rw [div_lt_iff₀ Real.pi_pos]
    linarith
  exact ⟨h1, h2, (formulas_cross h1 h2).2.2⟩

end

end ElectronGasOnTop
```

```lean
#print axioms ElectronGasOnTop.electron_gas_crossing
-- 'ElectronGasOnTop.electron_gas_crossing' depends on axioms: [propext, Classical.choice, Quot.sound]
```

## From the series to the crossing in Lean

`shifted_series` treats $F$ and $G$ together: the shift `j = 0` gives $F$ and `j = 1` gives $G$. The inner statement `bound` is the comparison with the exponential series. It yields convergence directly, and continuity through `continuousOn_tsum`, applied on an interval around the chosen point. `term_le_ladderF` is the lower bound of $F$ by a single term.

In `ladderF_at_zero`, the statement `hF` is the splitting $F(t)=1+tG(t)$. The derivative is rewritten as a limit of difference quotients, which equal $G(t)$ away from zero, and the continuity of $G$ supplies the limit.

The two high-density theorems apply the chain and quotient rules to the formulas as written. Lean first produces the derivative in unsimplified form, and `HasDerivAt.congr_deriv` replaces it by the stated number.

`yasuhara_low_density` obtains the constant $A$ from the term of order $m+1$. The step `h3` combines that bound with $F\ge1$, and `squeeze_zero'` traps $r^mY(r)$ between zero and the multiple of $1/r$ found above. `overhauser_low_density` computes the limit of $32/(8/r+3)^2$ and then shows that this expression equals $r^2O(r)$ for positive $r$.

`formulas_cross` follows the argument for $D$. In `hsmall`, the difference quotient of $D$ at zero is eventually positive, and multiplying by $r>0$ gives $D(r)>0$. In `hlarge`, the limits of $r^2Y$ and $r^2O$ are compared and the factor $r^2$ is cancelled. These two facts provide points $a<b$ with $D(a)>0>D(b)$. After checking continuity on $[a,b]$, where neither denominator vanishes, `intermediate_value_Icc'` returns the crossing.

`electron_gas_crossing` first proves `hcube`, the value of $\alpha^3$, so that $\alpha<9/16$ can be checked by comparing cubes. The bound on $c$ follows from $\pi>3$, and `formulas_cross` does the rest.
